# Closed form and ripple bound for the density of states of an infinite, equally spaced spectrum with Lorentzian broadening

A density of states is often plotted from a list of discrete levels by broadening each level into a line of a chosen width. If the width is too small, the curve shows the individual levels; if it is too large, real structure is washed out. For equally spaced levels the remaining oscillation can be computed exactly, and the width can be set from the ripple one is willing to accept.

Let the levels lie at nΔ, where n runs over all integers and Δ > 0 is the spacing. Each level is replaced by a Lorentzian of half-width at half-maximum η > 0,

L_η(x) = η / (π(x² + η²)),

so that the density of states at energy E is

ρ(E) = Σ_n L_η(E − nΔ).

With t = πη/Δ, the result is

ρ(E) = (1/Δ) sinh(2t) / (cosh(2t) − cos(2πE/Δ)),

and the relative ripple about the uniform density 1/Δ satisfies

|Δρ(E) − 1| ≤ 2/(exp(2t) − 1).

For η = Δ/2 the bound is about 9 per cent, and for η = Δ about 0.4 per cent.

For non-interacting electrons, the bound guides the choice of η where a one-dimensional band sampled on a uniform k-grid is close to linear, so that its levels are nearly equally spaced. The model replaces the finite, nearly regular set of levels in such a calculation by an infinite, exactly regular one. A finite set lacks the Lorentzian tails of the levels beyond its ends. This lowers the density at every energy. Between the ends the loss is greatest close to them, and the ripple bound does not include it. In the middle of 100 equally spaced levels with η = Δ, the loss is about 1.3 per cent, more than the ripple itself.

## From the resolvent to the ripple

Multiplying numerator and denominator by the complex conjugate gives

1/(x + iη) = (x − iη)/(x² + η²).

Its imaginary part is −η/(x² + η²), hence

L_η(x) = −(1/π) Im [1/(x + iη)].

Summing Lorentzians therefore amounts to summing resolvents, which the cotangent does. For complex z that is not an integer, its Mittag-Leffler expansion reads

π cot(πz) = 1/z + Σ_{n≥0} [1/(z − (n+1)) + 1/(z + (n+1))].

Set z = x + iη, take imaginary parts and multiply by −1/π:

L_η(x) + Σ_{n≥0} [L_η(x − (n+1)) + L_η(x + (n+1))] = −Im cot(πx + iπη).

The left side adds the lines in pairs. Every line is positive, so each half of the grid is bounded term by term by the convergent paired series. Both halves converge separately, and the sum over all integers does not depend on the order of its terms.

For the right side, write the argument as a + ib with b ≠ 0. The addition formulas give

sin(a + ib) = sin a cosh b + i cos a sinh b,

cos(a + ib) = cos a cosh b − i sin a sinh b.

The imaginary part of the quotient cos/sin has the numerator

−sin²a sinh b cosh b − cos²a sinh b cosh b = −sinh b cosh b = −sinh(2b)/2

and the denominator

sin²a cosh²b + cos²a sinh²b = sin²a + sinh²b = (cosh(2b) − cos(2a))/2.

Thus

Im cot(a + ib) = −sinh(2b)/(cosh(2b) − cos(2a)).

With a = πx and b = πη, this yields the sum for unit spacing:

Σ_n L_η(x − n) = sinh(2πη)/(cosh(2πη) − cos(2πx)).

For general spacing, measure energies in units of Δ:

L_η(E − nΔ) = (1/Δ) L_{η/Δ}(E/Δ − n).

Inserting η/Δ and E/Δ into the unit-spacing formula gives the stated ρ(E).

The energy enters only through the cosine. On a level the cosine is 1, and midway between levels it is −1. Since cosh(2t) − 1 = 2 sinh²t, cosh(2t) + 1 = 2 cosh²t and sinh(2t) = 2 sinh t cosh t, the two values are

ρ(mΔ) = 1/(Δ tanh t),

ρ((m + 1/2)Δ) = tanh(t)/Δ,

for every integer m. All other values of the cosine lie between −1 and 1, so these are the maximum and the minimum. In terms of exponentials,

1/tanh t − 1 = 2/(exp(2t) − 1),

1 − tanh t = 2/(exp(2t) + 1).

The upward deviation is the larger one, and it bounds the ripple at every energy.

## Lorentzian lines and the density in Lean

Energies, widths and spacings are real numbers, with no units attached.

```lean
import Mathlib

open Real

namespace BroadenedGrid

noncomputable section
```

The line shape is an ordinary function of the width and of the distance from the line centre. Its prefactor is the usual one for unit area; the integral itself is neither proved nor needed below.

```lean
/-- The normalised Lorentzian line of half-width `η > 0`, centred at zero. -/
def lorentzian (η x : ℝ) : ℝ := η / (π * (x ^ 2 + η ^ 2))
```

The density `gridDOS Δ η E` is an infinite sum over `n : ℤ`. The definition accepts any real arguments, and the physical conditions Δ > 0 and η > 0 appear as hypotheses of the theorems.

```lean
/-- The density of states at energy `E` of the levels `n Δ`, `n` any integer, each broadened
into a Lorentzian of half-width `η > 0`. -/
def gridDOS (Δ η E : ℝ) : ℝ := ∑' n : ℤ, lorentzian η (E - n * Δ)
```

## The two complex identities

The first identity expresses the line through the resolvent with +iη, the retarded convention, which is why the minus sign appears. The proof applies the formula for the imaginary part of an inverse and clears denominators.

```lean
/-- For `η > 0` the Lorentzian is `-1/π` times the imaginary part of the resolvent
`1/(x + iη)`. -/
theorem lorentzian_eq_im_resolvent {η : ℝ} (hη : 0 < η) (x : ℝ) :
    lorentzian η x = -(1 / π) * (1 / ((x : ℂ) + η * Complex.I)).im := by
  have h : x ^ 2 + η ^ 2 ≠ 0 := by positivity
  have him : ((x : ℂ) + η * Complex.I).im = η := by simp
  rw [one_div ((x : ℂ) + η * Complex.I), Complex.inv_im, Complex.normSq_add_mul_I, him,
    lorentzian]
  field_simp
```

The second identity is the imaginary part of the cotangent. In its proof, `hs` and `hc` split sine and cosine into real and imaginary parts, `hnum` is the numerator computed above, and `hN` is the squared modulus of the sine. The fact `hD` shows that the final denominator is nonzero, because cosh(2b) exceeds 1 when b ≠ 0.

```lean
/-- The imaginary part of the cotangent at `a + ib`, for real `a` and real `b ≠ 0`. -/
theorem im_cot (a : ℝ) {b : ℝ} (hb : b ≠ 0) :
    (Complex.cot ((a : ℂ) + b * Complex.I)).im =
      -(sinh (2 * b) / (cosh (2 * b) - cos (2 * a))) := by
  have hD : cosh (2 * b) - cos (2 * a) ≠ 0 := by
    have h1 : 1 < cosh (2 * b) := Real.one_lt_cosh.mpr (by simpa using hb)
    have h2 := Real.cos_le_one (2 * a)
    linarith
  have hs : Complex.sin ((a : ℂ) + b * Complex.I) =
      ((sin a * cosh b : ℝ) : ℂ) + ((cos a * sinh b : ℝ) : ℂ) * Complex.I := by
    rw [Complex.sin_add_mul_I]; push_cast; ring
  have hc : Complex.cos ((a : ℂ) + b * Complex.I) =
      ((cos a * cosh b : ℝ) : ℂ) + ((-(sin a * sinh b) : ℝ) : ℂ) * Complex.I := by
    rw [Complex.cos_add_mul_I]; push_cast; ring
  have hN : (sin a * cosh b) ^ 2 + (cos a * sinh b) ^ 2 =
      (cosh (2 * b) - cos (2 * a)) / 2 := by
    rw [mul_pow, mul_pow, Real.sin_sq, Real.cosh_two_mul, Real.cos_two_mul, Real.cosh_sq]
    ring
  have hnum : -(sin a * sinh b) * (sin a * cosh b) - cos a * cosh b * (cos a * sinh b) =
      -(sinh b * cosh b) := by
    linear_combination (-(sinh b * cosh b)) * Real.sin_sq_add_cos_sq a
  have hre : ∀ u v : ℝ, ((u : ℂ) + v * Complex.I).re = u := fun u v => by simp
  have him : ∀ u v : ℝ, ((u : ℂ) + v * Complex.I).im = v := fun u v => by simp
  rw [Complex.cot, hs, hc, Complex.div_im, Complex.normSq_add_mul_I, hre, hre, him, him,
    ← sub_div, hnum, hN, Real.sinh_two_mul]
  field_simp
```

## Summing over all the integers

The next theorem is the unit-spacing formula. `HasSum` says that the series converges, independently of the order of its terms, and that its sum is the stated expression.

The proof first checks that x + iη is not an integer, since its imaginary part is positive. Mathlib's cotangent expansion then supplies `hcot`, and `key` turns the imaginary part of each pair of resolvents into a pair of Lorentzians. The comparisons `s1` and `s2` are the positivity argument for the two halves of the grid. `HasSum.of_add_one_of_neg_add_one` joins these halves to the central line at n = 0. That line cancels the 1/z term of the expansion, and the cotangent identity gives the value.

```lean
/-- Lorentzians of half-width `η > 0` centred at all the integers add up to
`sinh(2πη)/(cosh(2πη) - cos(2πx))`. -/
theorem hasSum_lorentzian_int {η : ℝ} (hη : 0 < η) (x : ℝ) :
    HasSum (fun n : ℤ => lorentzian η (x - n))
      (sinh (2 * π * η) / (cosh (2 * π * η) - cos (2 * π * x))) := by
  have hz : (x : ℂ) + η * Complex.I ∈ Complex.integerComplement := by
    rintro ⟨n, hn⟩
    have h := congrArg Complex.im hn
    simp at h
    linarith
  have hpos : ∀ y, 0 ≤ lorentzian η y := fun y => by unfold lorentzian; positivity
  -- the Mittag-Leffler expansion of the cotangent sums the resolvents in pairs
  have hcot : HasSum (fun n : ℕ => 1 / ((x : ℂ) + η * Complex.I - (n + 1)) +
      1 / ((x : ℂ) + η * Complex.I + (n + 1)))
      (π * Complex.cot (π * ((x : ℂ) + η * Complex.I)) - 1 / ((x : ℂ) + η * Complex.I)) := by
    rw [cot_series_rep' hz]
    exact (summable_cotTerm hz).hasSum
  have H := (Complex.hasSum_im hcot).mul_left (-(1 / π))
  have key : ∀ n : ℕ, -(1 / π) * (1 / ((x : ℂ) + η * Complex.I - (n + 1)) +
      1 / ((x : ℂ) + η * Complex.I + (n + 1))).im =
      lorentzian η (x - (n + 1)) + lorentzian η (x + (n + 1)) := by
    intro n
    have e1 : (x : ℂ) + η * Complex.I - (n + 1) =
        ((x - (n + 1) : ℝ) : ℂ) + η * Complex.I := by push_cast; ring
    have e2 : (x : ℂ) + η * Complex.I + (n + 1) =
        ((x + (n + 1) : ℝ) : ℂ) + η * Complex.I := by push_cast; ring
    rw [e1, e2, Complex.add_im, mul_add, ← lorentzian_eq_im_resolvent hη,
      ← lorentzian_eq_im_resolvent hη]
  simp only [key] at H
  -- positivity separates the two halves of the grid
  have s1 : Summable (fun n : ℕ => lorentzian η (x - (n + 1))) :=
    Summable.of_nonneg_of_le (fun n => hpos _)
      (fun n => le_add_of_nonneg_right (hpos _)) H.summable
  have s2 : Summable (fun n : ℕ => lorentzian η (x + (n + 1))) :=
    Summable.of_nonneg_of_le (fun n => hpos _)
      (fun n => le_add_of_nonneg_left (hpos _)) H.summable
  have hsum := (s1.hasSum.add s2.hasSum).unique H
  have h1 : HasSum (fun n : ℕ => lorentzian η (x - (((n : ℤ) + 1 : ℤ) : ℝ)))
      (∑' n : ℕ, lorentzian η (x - (n + 1))) := by
    simpa using s1.hasSum
  have h2 : HasSum (fun n : ℕ => lorentzian η (x - ((-((n : ℤ) + 1) : ℤ) : ℝ)))
      (∑' n : ℕ, lorentzian η (x + (n + 1))) := by
    have e : ∀ n : ℕ, x - ((-((n : ℤ) + 1) : ℤ) : ℝ) = x + (n + 1) := fun n => by
      push_cast; ring
    simp only [e]
    exact s2.hasSum
  have hall := HasSum.of_add_one_of_neg_add_one
    (f := fun n : ℤ => lorentzian η (x - n)) h1 h2
  -- the central line cancels the pole term, and the cotangent remains
  have hw : (π : ℂ) * ((x : ℂ) + η * Complex.I) =
      ((π * x : ℝ) : ℂ) + ((π * η : ℝ) : ℂ) * Complex.I := by push_cast; ring
  rw [Complex.sub_im, Complex.im_ofReal_mul, hw, im_cot (π * x) (by positivity)] at hsum
  have h0 : lorentzian η (x - ((0 : ℤ) : ℝ)) =
      -(1 / π) * (1 / ((x : ℂ) + η * Complex.I)).im := by
    rw [Int.cast_zero, sub_zero, lorentzian_eq_im_resolvent hη]
  have hpi : 1 / π * π = 1 := one_div_mul_cancel Real.pi_ne_zero
  convert hall using 1
  rw [mul_assoc 2 π η, mul_assoc 2 π x]
  linear_combination -hsum - h0 -
    (sinh (2 * (π * η)) / (cosh (2 * (π * η)) - cos (2 * (π * x)))) * hpi
```

## Arbitrary spacing

The closed form for spacing Δ follows by rescaling. The local statement `e` is the scaling law of the Lorentzian, and the previous theorem is applied with width `η / Δ` at position `E / Δ`. This theorem is an equation for the value of the infinite sum. Convergence can be read off from it as well, since Lean assigns the value zero to a divergent sum and the right side is positive.

```lean
/-- Density of states of an equally spaced spectrum with spacing `Δ > 0` under Lorentzian
broadening of half-width `η > 0`, in closed form. -/
theorem gridDOS_eq {Δ η : ℝ} (hΔ : 0 < Δ) (hη : 0 < η) (E : ℝ) :
    gridDOS Δ η E = 1 / Δ *
      (sinh (2 * (π * η / Δ)) / (cosh (2 * (π * η / Δ)) - cos (2 * π * E / Δ))) := by
  have h := (hasSum_lorentzian_int (div_pos hη hΔ) (E / Δ)).mul_left (1 / Δ)
  rw [show 2 * π * (η / Δ) = 2 * (π * η / Δ) by ring,
    show 2 * π * (E / Δ) = 2 * π * E / Δ by ring] at h
  -- measuring energies in units of the spacing
  have e : ∀ n : ℤ, lorentzian η (E - n * Δ) =
      1 / Δ * lorentzian (η / Δ) (E / Δ - n) := by
    intro n
    have hne : (E - n * Δ) ^ 2 + η ^ 2 ≠ 0 := by positivity
    have hq : (E / Δ - n) ^ 2 + (η / Δ) ^ 2 = ((E - n * Δ) ^ 2 + η ^ 2) / Δ ^ 2 := by
      field_simp
    rw [lorentzian, lorentzian, hq]
    field_simp
  simp only [gridDOS, e]
  exact h.tsum_eq
```

## Peaks, valleys and the range between them

The half-argument formulas convert the closed form at its two extreme cosines into hyperbolic tangents. They rest on the double-argument identities used above.

```lean
/-- For `t > 0`, half-argument formulas for the hyperbolic tangent and its reciprocal. -/
theorem tanh_half_argument {t : ℝ} (ht : 0 < t) :
    tanh t = sinh (2 * t) / (cosh (2 * t) + 1) ∧
      1 / tanh t = sinh (2 * t) / (cosh (2 * t) - 1) := by
  have hS : sinh t ≠ 0 := (Real.sinh_pos_iff.mpr ht).ne'
  have hC : cosh t ≠ 0 := (Real.cosh_pos t).ne'
  have e1 : cosh (2 * t) + 1 = 2 * cosh t ^ 2 := by
    rw [Real.cosh_two_mul, Real.cosh_sq]; ring
  have e2 : cosh (2 * t) - 1 = 2 * sinh t ^ 2 := by
    rw [Real.cosh_two_mul, Real.cosh_sq]; ring
  rw [e1, e2, Real.sinh_two_mul, Real.tanh_eq_sinh_div_cosh]
  constructor <;> field_simp
```

The next theorem evaluates the density on the level `m * Δ` and at the midpoint `(m + 1 / 2) * Δ`, for any integer `m`. The auxiliary equations `a1` and `a2` reduce the phase to a multiple of 2π, with an additional π at the midpoint.

```lean
/-- For `Δ, η > 0` the broadened density of states is `1/(Δ tanh(πη/Δ))` on every level and
`tanh(πη/Δ)/Δ` midway between neighbouring levels. -/
theorem gridDOS_peak_and_valley {Δ η : ℝ} (hΔ : 0 < Δ) (hη : 0 < η) (m : ℤ) :
    gridDOS Δ η (m * Δ) = 1 / Δ * (1 / tanh (π * η / Δ)) ∧
      gridDOS Δ η ((m + 1 / 2) * Δ) = 1 / Δ * tanh (π * η / Δ) := by
  have ht : 0 < π * η / Δ := by positivity
  obtain ⟨h1, h2⟩ := tanh_half_argument ht
  have a1 : 2 * π * (m * Δ) / Δ = m * (2 * π) := by field_simp
  have a2 : 2 * π * ((m + 1 / 2) * Δ) / Δ = m * (2 * π) + π := by field_simp
  constructor
  · rw [gridDOS_eq hΔ hη, a1, Real.cos_int_mul_two_pi, h2]
  · rw [gridDOS_eq hΔ hη, a2, Real.cos_int_mul_two_pi_add_pi, h1, sub_neg_eq_add]
```

These two values enclose the density at every energy. The proof uses −1 ≤ cos ≤ 1 together with the fact that a fraction with a nonnegative numerator does not increase as its positive denominator grows.

```lean
/-- For `Δ, η > 0` the broadened density of states lies, at every energy, between
`tanh(πη/Δ)/Δ` and `1/(Δ tanh(πη/Δ))`. -/
theorem gridDOS_bounds {Δ η : ℝ} (hΔ : 0 < Δ) (hη : 0 < η) (E : ℝ) :
    1 / Δ * tanh (π * η / Δ) ≤ gridDOS Δ η E ∧
      gridDOS Δ η E ≤ 1 / Δ * (1 / tanh (π * η / Δ)) := by
  have ht : 0 < π * η / Δ := by positivity
  obtain ⟨h1, h2⟩ := tanh_half_argument ht
  have hS : 0 ≤ sinh (2 * (π * η / Δ)) := (Real.sinh_pos_iff.mpr (by positivity)).le
  have hC : 1 < cosh (2 * (π * η / Δ)) := Real.one_lt_cosh.mpr (by positivity)
  have c1 := Real.cos_le_one (2 * π * E / Δ)
  have c2 := Real.neg_one_le_cos (2 * π * E / Δ)
  rw [gridDOS_eq hΔ hη, h2, h1]
  constructor
  · exact mul_le_mul_of_nonneg_left
      (div_le_div_of_nonneg_left hS (by linarith) (by linarith)) (by positivity)
  · exact mul_le_mul_of_nonneg_left
      (div_le_div_of_nonneg_left hS (by linarith) (by linarith)) (by positivity)
```

## Choosing the broadening

The last theorem states the ripple bound. The product `Δ * gridDOS Δ η E` is the density relative to the uniform value 1/Δ, so the absolute value on the left is the relative deviation.

The proof abbreviates πη/Δ as `t` and exp(2t) as `q`. The previous bounds, multiplied by Δ, become 1 − 2/(q + 1) from below and 1 + 2/(q − 1) from above; these are `e1` and `e2`. Inequality `h3` says that the downward deviation is no larger than the upward one, so a single bound serves for both signs.

```lean
/-- For `Δ, η > 0` the density of states deviates from the uniform value `1/Δ` by a relative
amount of at most `2/(exp(2πη/Δ) - 1)`. -/
theorem ripple_le {Δ η : ℝ} (hΔ : 0 < Δ) (hη : 0 < η) (E : ℝ) :
    |Δ * gridDOS Δ η E - 1| ≤ 2 / (exp (2 * (π * η / Δ)) - 1) := by
  obtain ⟨hl, hu⟩ := gridDOS_bounds hΔ hη E
  have ht : 0 < π * η / Δ := by positivity
  generalize π * η / Δ = t at *
  have hq : 1 < exp (2 * t) := Real.one_lt_exp_iff.mpr (by linarith)
  have hT : tanh t = (exp (2 * t) - 1) / (exp (2 * t) + 1) := by
    have e : exp (2 * t) = exp t ^ 2 := by rw [two_mul, Real.exp_add, sq]
    have hp := Real.exp_pos t
    rw [Real.tanh_eq_sinh_div_cosh, Real.sinh_eq, Real.cosh_eq, Real.exp_neg, e]
    field_simp
  have hl' := mul_le_mul_of_nonneg_left hl hΔ.le
  have hu' := mul_le_mul_of_nonneg_left hu hΔ.le
  rw [← mul_assoc, mul_one_div_cancel hΔ.ne', one_mul, hT] at hl' hu'
  generalize exp (2 * t) = q at *
  have hm : q - 1 ≠ 0 := by linarith
  have hp : q + 1 ≠ 0 := by linarith
  have e1 : (q - 1) / (q + 1) = 1 - 2 / (q + 1) := by field_simp; ring
  have e2 : 1 / ((q - 1) / (q + 1)) = 1 + 2 / (q - 1) := by field_simp; ring
  have h3 : 2 / (q + 1) ≤ 2 / (q - 1) :=
    div_le_div_of_nonneg_left (by norm_num) (by linarith) (by linarith)
  rw [e1] at hl'
  rw [e2] at hu'
  exact abs_le.mpr ⟨by linarith, by linarith⟩

end

end BroadenedGrid
```

```lean
#print axioms BroadenedGrid.gridDOS_eq
#print axioms BroadenedGrid.gridDOS_peak_and_valley
#print axioms BroadenedGrid.ripple_le
```

```
'BroadenedGrid.gridDOS_eq' depends on axioms: [propext, Classical.choice, Quot.sound]
'BroadenedGrid.gridDOS_peak_and_valley' depends on axioms: [propext, Classical.choice, Quot.sound]
'BroadenedGrid.ripple_le' depends on axioms: [propext, Classical.choice, Quot.sound]
```
